# An error bound for partial waves rebuilt from n reference energies

## One reference energy

Let $\varphi(x)$ be a partial wave at energy $x$, a vector in a real inner-product space, and suppose that it varies smoothly with $x$ on a window $[a,b]$, with $\|\varphi'(x)\|\le M$. For $e_0$ and $E$ in this window, how well does a multiple of the single wave $\varphi(e_0)$ reproduce $\varphi(E)$?

Take $\varphi(e_0)$ itself as the approximation, and call the residual $r=\varphi(E)-\varphi(e_0)$. Keep $r$ fixed and consider the scalar function $f(x)=\langle r,\varphi(x)\rangle$. The mean value theorem gives a $\xi$ in the window with

$$\|r\|^2=f(E)-f(e_0)=f'(\xi)(E-e_0)=\langle r,\varphi'(\xi)\rangle(E-e_0)\le\|r\|\,M\,|E-e_0| .$$

Hence $\|r\|\le M|E-e_0|$. The mean value theorem has no equality form for vector-valued functions, but projecting on the residual makes the scalar form sufficient.

## The bound for n reference energies

Let $a<b$, let $\varphi$ be $n$ times continuously differentiable on $[a,b]$ with $\|\varphi^{(n)}\|\le M$ there, and let $e_0,\dots,e_{n-1}$ be distinct energies in the window. For every $E\in[a,b]$,

$$\operatorname{dist}\bigl(\varphi(E),\operatorname{span}\{\varphi(e_j)\}\bigr)\le\frac{M}{n!}\prod_j|E-e_j| .$$

The approximating vector is

$$R(E)=\sum_j L_j(E)\,\varphi(e_j),\qquad L_j(E)=\prod_{i\ne j}\frac{E-e_i}{e_j-e_i}.$$

**Scalar remainder.** Let $f$ be a real function with $n$ continuous derivatives on the window, and let $P(x)=\sum_j L_j(x)f(e_j)$, a polynomial of degree below $n$ that agrees with $f$ at each $e_j$. Put $w(x)=\prod_j(x-e_j)$. If $E$ is one of the $e_j$, then $f(E)-P(E)$ and $w(E)$ both vanish. Otherwise set $c=(f(E)-P(E))/w(E)$ and

$$g(x)=f(x)-P(x)-c\,w(x).$$

This function vanishes at the $n$ reference energies and at $E$. By Rolle's theorem $g'$ has at least $n$ zeros, $g''$ at least $n-1$, and so on, until $g^{(n)}(\xi)=0$ for some $\xi$ in the window. Since $P^{(n)}=0$ and $w^{(n)}=n!$, we get $f^{(n)}(\xi)=n!\,c$, so

$$f(E)-\sum_j L_j(E)f(e_j)=\frac{f^{(n)}(\xi)}{n!}\prod_j(E-e_j).$$

**Projection.** Let $r=\varphi(E)-R(E)$ and apply this to $f(x)=\langle r,\varphi(x)\rangle$. By linearity the left side is $\langle r,\varphi(E)-R(E)\rangle=\|r\|^2$. By Cauchy–Schwarz, $|f^{(n)}(\xi)|\le\|r\|M$. Therefore

$$\|r\|^2\le\|r\|\,\frac{M}{n!}\prod_j|E-e_j| .$$

If $r\neq0$, divide by $\|r\|$; if $r=0$, the bound is immediate. Since $R(E)$ lies in the span, the distance is at most $\|r\|$.

**No reference energies.** For $n=0$ the span is $\{0\}$, the product is $1$, and the bound reads $\|\varphi(E)\|\le M$, which is the hypothesis itself.

In PAW calculations of X-ray absorption, the final states extend over an energy range that a few partial waves per channel must cover. For one channel whose wave is a smooth function of energy, the bound limits how far that wave can lie from the span of the reference waves, given their energies and $M$.

## The wave and its reconstruction in Lean

```lean
import Mathlib

open scoped InnerProductSpace
open Set (Icc)
open Polynomial (derivative)

namespace PartialWaveReconstruction

noncomputable section
```

The wave is a function `φ : ℝ → V`, where `V` is any real inner-product space, for instance square-integrable radial functions inside the augmentation sphere with their overlap integral. The reference energies are `e : Fin n → ℝ`, and `reconstruct φ e E` is $R(E)$.

```lean
/-- The partial wave at energy `E` rebuilt, with Lagrange weights in the energy, from the
partial waves at the reference energies `e j`. -/
def reconstruct {V : Type*} [NormedAddCommGroup V] [InnerProductSpace ℝ V] {n : ℕ}
    (φ : ℝ → V) (e : Fin n → ℝ) (E : ℝ) : V :=
  ∑ j, (Lagrange.basis Finset.univ e j).eval E • φ (e j)
```

## Zeros of successive derivatives

The derivatives are supplied as a family `F`, in which `F (k + 1)` is the derivative of `F k` within the window. The induction sorts the $n+1$ zeros with `orderEmbOfFin`, applies Rolle's theorem between neighbours, and checks that the new zeros `c` are strictly increasing, hence distinct.

```lean
/-- Iterated Rolle theorem: if `F 0` has `n + 1` zeros in an energy window and each `F (k + 1)`
is the derivative of `F k`, then `F n` has a zero in the window. -/
theorem iterated_rolle {a b : ℝ} (n : ℕ) : ∀ F : ℕ → ℝ → ℝ,
    (∀ k < n, ∀ x ∈ Icc a b, HasDerivWithinAt (F k) (F (k + 1) x) (Icc a b) x) →
    ∀ Z : Finset ℝ, Z.card = n + 1 → (∀ z ∈ Z, z ∈ Icc a b ∧ F 0 z = 0) →
    ∃ ξ ∈ Icc a b, F n ξ = 0 := by
  induction n with
  | zero =>
    intro F _ Z hZ h0
    obtain ⟨z, hz⟩ := Finset.card_pos.mp (by omega : 0 < Z.card)
    exact ⟨z, h0 z hz⟩
  | succ n ih =>
    intro F hF Z hZ h0
    let z := Z.orderEmbOfFin hZ
    have hz : ∀ i, z i ∈ Z := fun i => Z.orderEmbOfFin_mem hZ i
    -- Rolle between each pair of neighbouring zeros
    have key : ∀ i : Fin (n + 1), ∃ c ∈ Set.Ioo (z i.castSucc) (z i.succ), F 1 c = 0 := by
      intro i
      have hl := (h0 _ (hz i.castSucc)).1
      have hr := (h0 _ (hz i.succ)).1
      refine exists_hasDerivAt_eq_zero (f := F 0) (z.strictMono Fin.castSucc_lt_succ) ?_ ?_ ?_
      · intro x hx
        exact ((hF 0 (by omega) x ⟨hl.1.trans hx.1, hx.2.trans hr.2⟩).continuousWithinAt).mono
          (Set.Icc_subset_Icc hl.1 hr.2)
      · rw [(h0 _ (hz i.castSucc)).2, (h0 _ (hz i.succ)).2]
      · intro x hx
        have h1 : a < x := lt_of_le_of_lt hl.1 hx.1
        have h2 : x < b := lt_of_lt_of_le hx.2 hr.2
        exact (hF 0 (by omega) x ⟨h1.le, h2.le⟩).hasDerivAt (Icc_mem_nhds h1 h2)
    choose c hc hc0 using key
    have hmono : StrictMono c := by
      intro i j hij
      have hle : i.succ ≤ j.castSucc := by
        have h : i.val < j.val := hij
        show i.val + 1 ≤ j.val
        omega
      exact (hc i).2.trans_le ((z.monotone hle).trans (hc j).1.le)
    refine ih (fun k => F (k + 1)) (fun k hk => hF (k + 1) (by omega))
      (Finset.univ.image c) ?_ ?_
    · rw [Finset.card_image_of_injective _ hmono.injective, Finset.card_univ, Fintype.card_fin]
    · intro y hy
      obtain ⟨i, _, rfl⟩ := Finset.mem_image.mp hy
      exact ⟨⟨(h0 _ (hz i.castSucc)).1.1.trans (hc i).1.le,
        (hc i).2.le.trans (h0 _ (hz i.succ)).1.2⟩, hc0 i⟩
```

The next lemma supplies the value $n!\,c$ for the top derivative of $P+c\,w$, where $c$ is again the constant of the scalar remainder and not a zero.

```lean
/-- The `n`-th derivative of a polynomial of degree at most `n` is `n!` times its coefficient
of order `n`. -/
theorem eval_top_derivative (n : ℕ) : ∀ P : Polynomial ℝ, P.natDegree ≤ n → ∀ x : ℝ,
    (derivative^[n] P).eval x = n.factorial * P.coeff n := by
  induction n with
  | zero =>
    intro P hP x
    rw [Polynomial.eq_C_of_natDegree_le_zero hP]
    simp
  | succ n ih =>
    intro P hP x
    have hd := Polynomial.natDegree_derivative_le P
    rw [Function.iterate_succ_apply, ih _ (by omega) x, Polynomial.coeff_derivative,
      Nat.factorial_succ]
    push_cast
    ring
```

## The scalar remainder

Here `N` is the nodal polynomial $w$ and `Q` is $P+c\,w$. The proof treats the case where $E$ is a reference energy first, then applies `iterated_rolle` to $f-Q$ on the set formed by $E$ and the reference energies.

```lean
/-- Interpolation remainder for a scalar amplitude `F 0` with successive derivatives `F k`:
the error at `E` is `F n ξ / n!` times the product of the energy offsets, for some `ξ` in the
window. -/
theorem scalar_remainder {a b : ℝ} {n : ℕ} (F : ℕ → ℝ → ℝ)
    (hF : ∀ k < n, ∀ x ∈ Icc a b, HasDerivWithinAt (F k) (F (k + 1) x) (Icc a b) x)
    (e : Fin n → ℝ) (he : Function.Injective e) (heI : ∀ j, e j ∈ Icc a b)
    {E : ℝ} (hE : E ∈ Icc a b) :
    ∃ ξ ∈ Icc a b, F 0 E - ∑ j, (Lagrange.basis Finset.univ e j).eval E * F 0 (e j)
      = F n ξ / n.factorial * ∏ j, (E - e j) := by
  obtain ⟨P, hPdef⟩ : ∃ P, P = Lagrange.interpolate Finset.univ e (fun j => F 0 (e j)) :=
    ⟨_, rfl⟩
  have hP : P.eval E = ∑ j, (Lagrange.basis Finset.univ e j).eval E * F 0 (e j) := by
    rw [hPdef, Lagrange.interpolate_apply, Polynomial.eval_finsetSum]
    refine Finset.sum_congr rfl fun j _ => ?_
    rw [Polynomial.eval_mul, Polynomial.eval_C]
    exact mul_comm _ _
  have hnode : ∀ j, P.eval (e j) = F 0 (e j) := fun j => by
    rw [hPdef]
    exact Lagrange.eval_interpolate_at_node _ he.injOn (Finset.mem_univ j)
  rw [← hP]
  by_cases hEe : ∃ j, E = e j
  · obtain ⟨j, rfl⟩ := hEe
    refine ⟨e j, hE, ?_⟩
    rw [hnode, Finset.prod_eq_zero (Finset.mem_univ j) (sub_self _)]
    simp
  have hw : ∏ j, (E - e j) ≠ 0 :=
    Finset.prod_ne_zero_iff.mpr fun j _ h => hEe ⟨j, sub_eq_zero.mp h⟩
  -- add a multiple of the nodal polynomial so that the error also vanishes at `E`
  obtain ⟨c, hc⟩ : ∃ c, c = (F 0 E - P.eval E) / ∏ j, (E - e j) := ⟨_, rfl⟩
  let N := Lagrange.nodal Finset.univ e
  let Q := P + Polynomial.C c * N
  have hPdeg : P.degree < (n : WithBot ℕ) := by
    have h := Lagrange.degree_interpolate_lt (fun j => F 0 (e j))
      (he.injOn (s := ((Finset.univ : Finset (Fin n)) : Set (Fin n))))
    rw [Finset.card_univ, Fintype.card_fin] at h
    rw [hPdef]
    exact h
  have hNdeg : N.natDegree = n := by
    simp [N, Lagrange.natDegree_nodal]
  have hNc : N.coeff n = 1 := by
    have h : N.Monic := Lagrange.nodal_monic
    have h' := h.coeff_natDegree
    rwa [hNdeg] at h'
  have hQdeg : Q.natDegree ≤ n :=
    Polynomial.natDegree_add_le_of_degree_le (Polynomial.natDegree_le_of_degree_le hPdeg.le)
      ((Polynomial.natDegree_C_mul_le c N).trans hNdeg.le)
  have hQc : Q.coeff n = c := by
    simp only [Q, Polynomial.coeff_add, Polynomial.coeff_C_mul, hNc,
      Polynomial.coeff_eq_zero_of_degree_lt hPdeg, zero_add, mul_one]
  have hQeval : ∀ x, Q.eval x = P.eval x + c * ∏ j, (x - e j) := fun x => by
    simp only [Q, N, Polynomial.eval_add, Polynomial.eval_mul, Polynomial.eval_C,
      Lagrange.eval_nodal]
  have hQd : ∀ k x, HasDerivAt (fun y => (derivative^[k] Q).eval y)
      ((derivative^[k + 1] Q).eval x) x := fun k x => by
    rw [Function.iterate_succ_apply']
    exact (derivative^[k] Q).hasDerivAt x
  obtain ⟨ξ, hξ, h0⟩ := iterated_rolle n (fun k x => F k x - (derivative^[k] Q).eval x)
    (fun k hk x hx => (hF k hk x hx).sub (hQd k x).hasDerivWithinAt)
    (insert E (Finset.univ.image e))
    (by
      rw [Finset.card_insert_of_notMem, Finset.card_image_of_injective _ he, Finset.card_univ,
        Fintype.card_fin]
      intro h
      obtain ⟨j, _, hj⟩ := Finset.mem_image.mp h
      exact hEe ⟨j, hj.symm⟩)
    (by
      intro y hy
      rcases Finset.mem_insert.mp hy with rfl | hy
      · refine ⟨hE, ?_⟩
        show F 0 y - Q.eval y = 0
        rw [hQeval, hc, div_mul_cancel₀ _ hw]
        ring
      · obtain ⟨j, _, rfl⟩ := Finset.mem_image.mp hy
        refine ⟨heI j, ?_⟩
        show F 0 (e j) - Q.eval (e j) = 0
        rw [hQeval, hnode, Finset.prod_eq_zero (Finset.mem_univ j) (sub_self _)]
        ring)
  refine ⟨ξ, hξ, ?_⟩
  have hfac : (n.factorial : ℝ) ≠ 0 := Nat.cast_ne_zero.mpr n.factorial_ne_zero
  have h1 : F n ξ = n.factorial * c := by
    have h2 := eval_top_derivative n Q hQdeg ξ
    rw [hQc] at h2
    have h3 : F n ξ - (derivative^[n] Q).eval ξ = 0 := h0
    linarith
  rw [h1, mul_div_cancel_left₀ _ hfac, hc, div_mul_cancel₀ _ hw]
```

## From scalar to vector

The hypothesis `hφ` states the smoothness, and `hM` bounds the $n$-th energy derivative, taken one-sidedly at the ends of the window. The constant $M$ bounds a derivative of the vector $\varphi(x)$, so it depends on the normalisation chosen at each energy and not only on the shape of the wave. It is assumed, not derived from a radial equation, and it generally changes with $n$, so adding reference energies need not shrink the bound.

The proof turns on `innerSL ℝ r`, the map $v\mapsto\langle r,v\rangle$ packaged as a continuous linear map. Such a map is its own Fréchet derivative, so `comp_hasDerivWithinAt` turns the derivative of $\varphi^{(k)}$ into that of $\langle r,\varphi^{(k)}\rangle$, namely $\langle r,\varphi^{(k+1)}\rangle$. This is exactly the family that `scalar_remainder` requires. The step `hD` is the Cauchy–Schwarz estimate, the `calc` block uses it to bound $\|r\|^2$, and the last lines separate $r=0$ from $r\ne0$.

```lean
variable {V : Type*} [NormedAddCommGroup V] [InnerProductSpace ℝ V]

/-- The partial wave rebuilt with Lagrange weights differs from the true one by at most
`M / n!` times the product of the distances to the reference energies. -/
theorem norm_sub_reconstruct_le {a b M : ℝ} (hab : a < b) {n : ℕ} {φ : ℝ → V}
    (hφ : ContDiffOn ℝ n φ (Icc a b))
    (hM : ∀ x ∈ Icc a b, ‖iteratedDerivWithin n φ (Icc a b) x‖ ≤ M)
    (e : Fin n → ℝ) (he : Function.Injective e) (heI : ∀ j, e j ∈ Icc a b)
    {E : ℝ} (hE : E ∈ Icc a b) :
    ‖φ E - reconstruct φ e E‖ ≤ M / n.factorial * ∏ j, |E - e j| := by
  obtain ⟨r, hr⟩ : ∃ r, r = φ E - reconstruct φ e E := ⟨_, rfl⟩
  -- project the wave on its own residual and use the scalar remainder
  obtain ⟨ξ, hξ, h⟩ := scalar_remainder
    (fun k x => ⟪r, iteratedDerivWithin k φ (Icc a b) x⟫_ℝ)
    (fun k hk x hx => by
      have hd := (hφ.differentiableOn_iteratedDerivWithin (by exact_mod_cast hk)
        (uniqueDiffOn_Icc hab) x hx).hasDerivWithinAt
      rw [← iteratedDerivWithin_succ] at hd
      exact (innerSL ℝ r).hasFDerivAt.comp_hasDerivWithinAt x hd)
    e he heI hE
  simp only [iteratedDerivWithin_zero] at h
  have h2 : ⟪r, φ E - reconstruct φ e E⟫_ℝ = ⟪r, φ E⟫_ℝ
      - ∑ j, (Lagrange.basis Finset.univ e j).eval E * ⟪r, φ (e j)⟫_ℝ := by
    simp only [reconstruct, inner_sub_right, inner_sum, real_inner_smul_right]
  rw [← hr, real_inner_self_eq_norm_sq, h] at h2
  rw [← hr]
  have hM0 : 0 ≤ M := (norm_nonneg _).trans (hM E hE)
  have hD : |⟪r, iteratedDerivWithin n φ (Icc a b) ξ⟫_ℝ| ≤ ‖r‖ * M :=
    (abs_real_inner_le_norm _ _).trans (mul_le_mul_of_nonneg_left (hM ξ hξ) (norm_nonneg r))
  have h3 : ‖r‖ * ‖r‖ ≤ ‖r‖ * (M / n.factorial * ∏ j, |E - e j|) := by
    calc ‖r‖ * ‖r‖ = ‖r‖ ^ 2 := by ring
      _ ≤ |⟪r, iteratedDerivWithin n φ (Icc a b) ξ⟫_ℝ / n.factorial * ∏ j, (E - e j)| := by
        rw [h2]
        exact le_abs_self _
      _ = |⟪r, iteratedDerivWithin n φ (Icc a b) ξ⟫_ℝ| / n.factorial * ∏ j, |E - e j| := by
        rw [abs_mul, abs_div, Nat.abs_cast, Finset.abs_prod]
      _ ≤ ‖r‖ * M / n.factorial * ∏ j, |E - e j| := by gcongr
      _ = ‖r‖ * (M / n.factorial * ∏ j, |E - e j|) := by ring
  rcases (norm_nonneg r).eq_or_lt with h0 | h0
  · rw [← h0]
    positivity
  · exact le_of_mul_le_mul_left h3 h0
```

## Distance to the span

`Metric.infDist` is the infimum of the distances from $\varphi(E)$ to the real span of the reference waves. These waves need not be linearly independent; only the energies must be distinct, which is the hypothesis `he`. The other hypotheses, with $M$ a bound on the $n$-th energy derivative, are those of the preceding theorem. The proof checks that $R(E)$ belongs to the span and uses that theorem's bound.

```lean
/-- The distance from the partial wave at energy `E` to the span of the partial waves at `n`
distinct reference energies is at most `M / n!` times the product of the distances `|E - e j|`. -/
theorem infDist_span_le {a b M : ℝ} (hab : a < b) {n : ℕ} {φ : ℝ → V}
    (hφ : ContDiffOn ℝ n φ (Icc a b))
    (hM : ∀ x ∈ Icc a b, ‖iteratedDerivWithin n φ (Icc a b) x‖ ≤ M)
    (e : Fin n → ℝ) (he : Function.Injective e) (heI : ∀ j, e j ∈ Icc a b)
    {E : ℝ} (hE : E ∈ Icc a b) :
    Metric.infDist (φ E) (Submodule.span ℝ (Set.range fun j => φ (e j)) : Set V)
      ≤ M / n.factorial * ∏ j, |E - e j| := by
  have hmem : reconstruct φ e E ∈ Submodule.span ℝ (Set.range fun j => φ (e j)) :=
    Submodule.sum_mem _ fun j _ => Submodule.smul_mem _ _ (Submodule.subset_span ⟨j, rfl⟩)
  refine (Metric.infDist_le_dist_of_mem hmem).trans ?_
  rw [dist_eq_norm]
  exact norm_sub_reconstruct_le hab hφ hM e he heI hE
```

Since $E$ and every $e_j$ lie in $[a,b]$, each factor $|E-e_j|$ is at most $b-a$. This gives a bound that holds throughout the window, wherever the reference energies are placed in it.

```lean
/-- Throughout an energy window of width `b - a`, the distance to the span of the `n` reference
partial waves is at most `M (b - a)^n / n!`. -/
theorem infDist_span_le_window {a b M : ℝ} (hab : a < b) {n : ℕ} {φ : ℝ → V}
    (hφ : ContDiffOn ℝ n φ (Icc a b))
    (hM : ∀ x ∈ Icc a b, ‖iteratedDerivWithin n φ (Icc a b) x‖ ≤ M)
    (e : Fin n → ℝ) (he : Function.Injective e) (heI : ∀ j, e j ∈ Icc a b)
    {E : ℝ} (hE : E ∈ Icc a b) :
    Metric.infDist (φ E) (Submodule.span ℝ (Set.range fun j => φ (e j)) : Set V)
      ≤ M / n.factorial * (b - a) ^ n := by
  have hM0 : 0 ≤ M := (norm_nonneg _).trans (hM E hE)
  refine (infDist_span_le hab hφ hM e he heI hE).trans ?_
  have hp : ∏ j, |E - e j| ≤ (b - a) ^ n := by
    calc ∏ j, |E - e j| ≤ ∏ _j : Fin n, (b - a) :=
          Finset.prod_le_prod (fun j _ => abs_nonneg _) fun j _ =>
            abs_le.mpr ⟨by linarith [hE.1, (heI j).2], by linarith [hE.2, (heI j).1]⟩
      _ = (b - a) ^ n := by simp
  exact mul_le_mul_of_nonneg_left hp (by positivity)

end

end PartialWaveReconstruction
```

The theorems concern the wave alone. They do not treat projector functions, the self-consistent potential or the error in an absorption cross-section.

```lean
#print axioms PartialWaveReconstruction.infDist_span_le_window
```

```
'PartialWaveReconstruction.infDist_span_le_window' depends on axioms: [propext, Classical.choice, Quot.sound]
```
